# One-dimensional complex representations of particle permutations are bosonic or fermionic

To build an N-particle wavefunction from a product of orbitals, one sums over all permutations of the particle labels with a weight for each: 1 for bosons, the sign of the permutation for fermions. If the weights are nonzero complex numbers that multiply as the permutations compose, there is no third choice.

```lean
import Mathlib

open Equiv

namespace ExchangeStatistics

noncomputable section

variable {N : ℕ} {X : Type*}

/-- The Fermi character: a permutation of the particles is sent to its sign, read as a
nonzero complex number. -/
def fermiCharacter (N : ℕ) : Perm (Fin N) →* ℂˣ :=
  (Units.map ((Int.castRingHom ℂ : ℤ →+* ℂ) : ℤ →* ℂ)).comp Perm.sign

/-- The exchange operator: it permutes the particle labels in the argument of an
`N`-particle wavefunction. -/
def exchange (σ : Perm (Fin N)) (ψ : (Fin N → X) → ℂ) : (Fin N → X) → ℂ :=
  fun x => ψ (x ∘ σ)

/-- The (unnormalized) Slater determinant of the orbitals `φ 0, …, φ (N - 1)`. -/
def slater (φ : Fin N → X → ℂ) : (Fin N → X) → ℂ :=
  fun x => (Matrix.of fun i j => φ j (x i)).det

/-- The Fermi character of the exchange of two distinct particles is `-1`. -/
theorem fermiCharacter_swap {i j : Fin N} (hij : i ≠ j) :
    fermiCharacter N (swap i j) = -1 := by
  apply Units.ext
  change (((Perm.sign (swap i j) : ℤˣ) : ℤ) : ℂ) = _
  rw [Perm.sign_swap hij]
  simp

/-- A scalar exchange character takes the value `1` or `-1` on a pair exchange. -/
theorem swap_eq_one_or_neg_one (χ : Perm (Fin N) →* ℂˣ) (i j : Fin N) :
    χ (swap i j) = 1 ∨ χ (swap i j) = -1 := by
  -- exchanging twice does nothing
  have h : χ (swap i j) * χ (swap i j) = 1 := by
    rw [← map_mul, Equiv.swap_mul_self, map_one]
  have h' : (χ (swap i j) : ℂ) * (χ (swap i j) : ℂ) = 1 := congrArg Units.val h
  rcases mul_self_eq_one_iff.mp h' with e | e
  · exact Or.inl (Units.ext e)
  · exact Or.inr (Units.ext (by rw [e, Units.val_neg, Units.val_one]))

/-- A scalar exchange character takes the same value on every exchange of two distinct
particles. -/
theorem swap_value_eq (χ : Perm (Fin N) →* ℂˣ) {i j k l : Fin N}
    (hij : i ≠ j) (hkl : k ≠ l) : χ (swap i j) = χ (swap k l) := by
  -- any two transpositions are conjugate, and the target group is commutative
  obtain ⟨g, hg⟩ := isConj_iff.mp (Perm.isConj_swap hij hkl)
  have h := congrArg χ hg
  rw [map_mul, map_mul, map_inv, mul_comm (χ g) (χ (swap i j)),
    mul_inv_cancel_right] at h
  exact h

/-- Two scalar exchange characters that agree on all pair exchanges are equal. -/
theorem character_ext (χ η : Perm (Fin N) →* ℂˣ)
    (h : ∀ i j, i ≠ j → χ (swap i j) = η (swap i j)) : χ = η := by
  apply MonoidHom.ext
  intro σ
  refine Perm.swap_induction_on σ ?_ ?_
  · rw [map_one, map_one]
  · intro f i j hij hf
    rw [map_mul, map_mul, h i j hij, hf]

/-- Every homomorphism from the permutations of `N` particles to the nonzero complex
numbers is constantly `1` or is the sign character. -/
theorem bose_or_fermi (χ : Perm (Fin N) →* ℂˣ) :
    χ = 1 ∨ χ = fermiCharacter N := by
  by_cases hb : ∀ i j, i ≠ j → χ (swap i j) = 1
  · left
    exact character_ext χ 1 fun i j hij => by rw [hb i j hij, MonoidHom.one_apply]
  · right
    simp only [not_forall] at hb
    obtain ⟨i, j, hij, hne⟩ := hb
    -- one pair exchange gives -1, hence all of them do
    have hm := (swap_eq_one_or_neg_one χ i j).resolve_left hne
    exact character_ext χ _ fun k l hkl => by
      rw [fermiCharacter_swap hkl, ← swap_value_eq χ hij hkl, hm]

/-- For two or more particles the Fermi character is not the trivial one. -/
theorem fermiCharacter_ne_one (hN : 2 ≤ N) : fermiCharacter N ≠ 1 := by
  intro h
  have hij : (⟨0, by omega⟩ : Fin N) ≠ ⟨1, by omega⟩ := by
    intro e
    have := congrArg Fin.val e
    norm_num at this
  have h1 := fermiCharacter_swap hij
  rw [h, MonoidHom.one_apply] at h1
  have h2 : (1 : ℂ) = -1 := by
    have := congrArg Units.val h1
    rwa [Units.val_neg, Units.val_one] at this
  norm_num at h2

/-- If every exchange multiplies a nonzero wavefunction by a number `c σ`, then these
numbers are all `1` or are the signs of the permutations. -/
theorem wavefunction_bose_or_fermi {ψ : (Fin N → X) → ℂ} (hψ : ψ ≠ 0)
    {c : Perm (Fin N) → ℂ} (h : ∀ σ, exchange σ ψ = c σ • ψ) :
    (∀ σ, c σ = 1) ∨ (∀ σ, c σ = ((Perm.sign σ : ℤˣ) : ℤ)) := by
  obtain ⟨x₀, hx⟩ := Function.ne_iff.mp hψ
  have hx₀ : ψ x₀ ≠ 0 := hx
  have hc : ∀ (σ : Perm (Fin N)) (x : Fin N → X), ψ (x ∘ σ) = c σ * ψ x :=
    fun σ x => congrFun (h σ) x
  -- the factors form a character, as seen at a point of nonzero amplitude
  have hone : c 1 = 1 := by
    have h1 : ψ x₀ = c 1 * ψ x₀ := hc 1 x₀
    apply mul_right_cancel₀ hx₀
    rw [one_mul]
    exact h1.symm
  have hmul : ∀ σ τ, c (σ * τ) = c σ * c τ := by
    intro σ τ
    have h1 : ψ ((x₀ ∘ σ) ∘ τ) = c (σ * τ) * ψ x₀ := hc (σ * τ) x₀
    rw [hc τ (x₀ ∘ σ), hc σ x₀] at h1
    apply mul_right_cancel₀ hx₀
    linear_combination -h1
  let χ : Perm (Fin N) →* ℂ := { toFun := c, map_one' := hone, map_mul' := hmul }
  rcases bose_or_fermi χ.toHomUnits with e | e
  · left
    intro σ
    exact congrArg Units.val (DFunLike.congr_fun e σ)
  · right
    intro σ
    exact congrArg Units.val (DFunLike.congr_fun e σ)

/-- If every exchange multiplies `ψ` by a number, and `ψ` is nonzero at a configuration
where two distinct particles have the same coordinates, then all these numbers are `1`. -/
theorem bose_of_coincidence {ψ : (Fin N → X) → ℂ} {c : Perm (Fin N) → ℂ}
    (h : ∀ σ, exchange σ ψ = c σ • ψ) {i j : Fin N} (hij : i ≠ j)
    {x : Fin N → X} (hx : x i = x j) (hne : ψ x ≠ 0) : ∀ σ, c σ = 1 := by
  have hψ : ψ ≠ 0 := fun e => hne (congrFun e x)
  rcases wavefunction_bose_or_fermi hψ h with hb | hf
  · exact hb
  · exfalso
    -- the exchange leaves the configuration unchanged but flips the amplitude
    have hfix : x ∘ swap i j = x := by
      funext k
      by_cases h1 : k = i
      · rw [Function.comp_apply, h1, swap_apply_left, hx]
      · by_cases h2 : k = j
        · rw [Function.comp_apply, h2, swap_apply_right, hx]
        · rw [Function.comp_apply, swap_apply_of_ne_of_ne h1 h2]
    have h1 : ψ (x ∘ swap i j) = c (swap i j) * ψ x := congrFun (h (swap i j)) x
    have h2 : c (swap i j) = -1 := by
      rw [hf, Perm.sign_swap hij]
      simp
    rw [hfix, h2] at h1
    apply hne
    linear_combination h1 / 2

/-- An exchange multiplies a Slater determinant by the sign of the permutation. -/
theorem exchange_slater (φ : Fin N → X → ℂ) (σ : Perm (Fin N)) :
    exchange σ (slater φ) = (((Perm.sign σ : ℤˣ) : ℤ) : ℂ) • slater φ := by
  funext x
  exact Matrix.det_permute σ (Matrix.of fun i j => φ j (x i))

/-- The Slater determinant of `N` orbitals, each localized on its own one of `N` sites, is
nonzero and is multiplied by the sign of the permutation under every exchange. -/
theorem wavefunction_bose_or_fermi_witness (N : ℕ) :
    slater (fun j y : Fin N => (1 : Matrix (Fin N) (Fin N) ℂ) y j) ≠ 0 ∧
    ∀ σ, exchange σ (slater (fun j y : Fin N => (1 : Matrix (Fin N) (Fin N) ℂ) y j)) =
      (((Perm.sign σ : ℤˣ) : ℤ) : ℂ) •
        slater (fun j y : Fin N => (1 : Matrix (Fin N) (Fin N) ℂ) y j) := by
  refine ⟨fun h => ?_, fun σ => exchange_slater _ σ⟩
  -- put particle i on site i: the determinant is that of the identity matrix
  have h1 : (1 : Matrix (Fin N) (Fin N) ℂ).det = 0 := congrFun h id
  rw [Matrix.det_one] at h1
  exact one_ne_zero h1

end

end ExchangeStatistics
```

```lean
#print axioms ExchangeStatistics.fermiCharacter_ne_one
#print axioms ExchangeStatistics.bose_of_coincidence
```

```
'ExchangeStatistics.fermiCharacter_ne_one' depends on axioms: [propext, Classical.choice, Quot.sound]
'ExchangeStatistics.bose_of_coincidence' depends on axioms: [propext, Classical.choice, Quot.sound]
```

## Characters, configurations and exchange factors

The N particles are labelled by `Fin N`, that is 0, …, N − 1, and `Perm (Fin N)` is the group of their permutations. A character is a homomorphism χ from this group to `ℂˣ`, the nonzero complex numbers under multiplication. The theorem `bose_or_fermi` says that χ is either `1`, the character that is constantly 1, or `fermiCharacter N`, which sends σ to its sign sgn σ. By `fermiCharacter_ne_one` the two differ when N ≥ 2. For N = 0 or 1 the only permutation is the identity, and they coincide.

The theorem `wavefunction_bose_or_fermi` makes the corresponding statement about wavefunctions. A configuration x assigns to each particle i its coordinates x(i) in a set X, which may combine position and spin. A wavefunction ψ assigns a complex amplitude to each configuration, and `exchange σ` acts on it by

(P_σ ψ)(x) = ψ(x ∘ σ),

so particle i receives the coordinates that belonged to particle σ(i). The hypothesis is that ψ is not identically zero and that for every σ there is a number c(σ) with

P_σ ψ = c(σ) ψ.

The conclusion is that c(σ) = 1 for all σ, or c(σ) = sgn σ for all σ. Neither the product rule for c nor |c(σ)| = 1 is assumed.

## The physics in the scalar hypothesis

Requiring a single number c(σ) expresses that relabelling identical particles leaves the physical state unchanged, since ψ and a nonzero multiple of it describe the same state. This requirement is assumed, not derived from dynamics. It leaves out multiplets of wavefunctions that exchanges mix by matrices, and also anyons, whose exchanges are described by braids, so that a double exchange need not be the identity. Nor does the classification decide which particles are bosons and which are fermions; that is further input, from experiment or from the spin–statistics theorem.

The set X carries no further structure, and ψ need not be normalisable. Equalities hold at every configuration, not merely up to a set of measure zero.

## From one pair exchange to every permutation

Write (i j) for the exchange of two distinct particles i and j. Exchanging twice does nothing, so

χ(i j)² = χ((i j)(i j)) = χ(1) = 1,

and hence χ(i j) = 1 or −1. This is `swap_eq_one_or_neg_one`.

The value is the same for every pair. Given another pair k ≠ l, choose a permutation g with g(i) = k and g(j) = l. Then g (i j) g⁻¹ = (k l), and because complex numbers commute,

χ(k l) = χ(g) χ(i j) χ(g)⁻¹ = χ(i j).

In `swap_value_eq`, the permutation g comes from `Perm.isConj_swap`, and `mul_comm` brings χ(g) next to its inverse.

For N = 0 or 1 the only permutation is the identity, and χ(1) = 1. For N ≥ 2, call the common value s. Every permutation is a product of m pair exchanges for some m, so

χ(σ) = sᵐ.

If s = 1, this is 1 for every σ. If s = −1, it is (−1)ᵐ = sgn σ. Lean puts the last step as a comparison: `character_ext` shows, by induction on the number of pair exchanges, that two characters agreeing on all of them are equal. The proof of `bose_or_fermi` then asks whether χ is 1 on every pair exchange. If so, χ is compared with `1`. If not, some pair has the value −1, hence all pairs do, and χ is compared with `fermiCharacter N`, whose value on a pair exchange is given by `fermiCharacter_swap`.

## Reading the factors off a nonzero amplitude

For a wavefunction, it remains to show that c is a character. Since ψ is not identically zero, there is a configuration x₀ with ψ(x₀) ≠ 0. The identity permutation gives ψ(x₀) = c(1) ψ(x₀), so c(1) = 1. For two permutations σ and τ,

c(στ) ψ(x₀) = ψ(x₀ ∘ σ ∘ τ) = c(τ) ψ(x₀ ∘ σ) = c(τ) c(σ) ψ(x₀).

Dividing by ψ(x₀) gives c(στ) = c(σ) c(τ). These are `hone` and `hmul` in the proof. They also imply c(σ) c(σ⁻¹) = 1, so no factor vanishes. `toHomUnits` uses this to turn c into a character with values in `ℂˣ`, to which `bose_or_fermi` applies.

## Coinciding particles and Slater determinants

Suppose that x(i) = x(j) for two distinct particles, spin included if X contains it. Then x ∘ (i j) = x, and in the Fermi case

ψ(x) = ψ(x ∘ (i j)) = −ψ(x),

so ψ(x) = 0. The theorem `bose_of_coincidence` states this from the other side: a nonzero amplitude at such a configuration forces every c(σ) to be 1.

The function `slater` is the determinant of the matrix with entries φ_j(x(i)), where particles label rows and orbitals φ_j label columns. An exchange permutes the rows, which multiplies the determinant by sgn σ; `exchange_slater` obtains this from `Matrix.det_permute`. In electronic structure, this means that a single determinant has fermionic exchange symmetry for any choice of its N linearly independent orbitals, orthogonal or not. If the orbitals are linearly dependent, the determinant is identically zero: the identity still holds, but there is no physical state. Sums of determinants are not treated.

The final theorem gives a concrete case for every N. Take N sites, with orbital j equal to 1 on site j and 0 elsewhere. With particle i on site i, the matrix is the identity and the determinant is 1, so the wavefunction is nonzero. Normalised, it carries a factor 1/√(N!), and the amplitude there is 1/√(N!).
